# An elastic energy blind to volume-preserving changes of reference gives a spherical Cauchy stress

Suppose a fluid at rest is described as an elastic material whose energy ignores every volume-preserving change of its reference state. Without a link from this symmetry to the stress, a shear stress computed from such an energy could be a property of the material or a mistake, and the pressure would not be known to fix the whole stress.

The link is as follows. Let $F$ be the deformation gradient, which maps line elements of the reference state to the deformed state, let $J=\det F>0$ be the volume ratio, and let $W(F)$ be the energy per unit reference volume. If $W$ is differentiable and $W(FH)=W(F)$ whenever $\det H=1$, then $W(F)=w(J)$ with $w$ differentiable, and the Cauchy stress is $w'(J)I$. The pressure is $-w'(J)$.

```lean
import Mathlib

open Matrix Topology

namespace ElasticFluid

noncomputable section

variable {n : ℕ}
```

## Two stresses from one energy

The first Piola–Kirchhoff stress $P$ is the gradient of $W$: for every matrix $H$,

$$\left.\frac{d}{dt}W(F+tH)\right|_{t=0}=\operatorname{tr}(P^{T}H)=\sum_{ij}P_{ij}H_{ij}.$$

`IsPiolaStress W F P` states this line by line. It asks for less than Fréchet differentiability, so energies differentiable in the usual sense are included.

```lean
/-- `P` is the first Piola–Kirchhoff stress of the energy `W` at `F`: the gradient of `W`,
so that along every line `F + t H` the energy changes at the rate `tr (Pᵀ H)` at `t = 0`. -/
def IsPiolaStress (W : Matrix (Fin n) (Fin n) ℝ → ℝ) (F P : Matrix (Fin n) (Fin n) ℝ) : Prop :=
  ∀ H : Matrix (Fin n) (Fin n) ℝ,
    HasDerivAt (fun t : ℝ => W (F + t • H)) (trace (Pᵀ * H)) 0
```

The Cauchy stress, force per deformed area, is $J^{-1}PF^{T}$.

```lean
/-- The Cauchy stress `P Fᵀ / det F` belonging to the Piola–Kirchhoff stress `P` at a
deformation gradient `F` with nonzero determinant. -/
def cauchyStress (F P : Matrix (Fin n) (Fin n) ℝ) : Matrix (Fin n) (Fin n) ℝ :=
  (det F)⁻¹ • (P * Fᵀ)
```

## Equal volume, equal energy

To read off $w$, take one deformation for each volume ratio $d$: the stretch $\operatorname{diag}(d,1,\dots,1)$. It needs a first axis, so the matrices here have size $(n+1)\times(n+1)$; Lean numbers that axis 0.

```lean
/-- The stretch by the factor `d` along the first axis, `diag (d, 1, …, 1)`. -/
def uniaxialStretch (n : ℕ) (d : ℝ) : Matrix (Fin (n + 1)) (Fin (n + 1)) ℝ :=
  diagonal (fun i => if i = 0 then d else 1)
```

Define $w(d)=W(\operatorname{diag}(d,1,\dots,1))$, called `volumeEnergy W`.

```lean
/-- The value of the energy `W` at the stretch `diag (d, 1, …, 1)`, as a function of `d`. -/
def volumeEnergy (W : Matrix (Fin (n + 1)) (Fin (n + 1)) ℝ → ℝ) (d : ℝ) : ℝ :=
  W (uniaxialStretch n d)
```

The determinant of a diagonal matrix is the product of its entries, here $d$.

```lean
/-- The determinant of `diag (d, 1, …, 1)` is `d`. -/
theorem det_uniaxialStretch (d : ℝ) : det (uniaxialStretch n d) = d := by
  simp [uniaxialStretch, det_diagonal]
```

Now let $\det G=\det F>0$ and put $H=F^{-1}G$, so that $FH=G$. Taking determinants gives $\det F\,\det H=\det F$, hence $\det H=1$. The symmetry then yields $W(G)=W(FH)=W(F)$. The hypothesis `hsym` is that symmetry. "Unimodular" means determinant $+1$ here, whereas textbooks often also admit $-1$.

```lean
/-- If unimodular changes of the reference state leave the energy unchanged, then two
deformations with the same positive volume ratio have the same energy. -/
theorem energy_eq_of_det_eq {W : Matrix (Fin n) (Fin n) ℝ → ℝ}
    (hsym : ∀ F H, 0 < det F → det H = 1 → W (F * H) = W F)
    {F G : Matrix (Fin n) (Fin n) ℝ} (hF : 0 < det F) (hFG : det G = det F) :
    W G = W F := by
  -- the two deformations differ by the unimodular factor `F⁻¹ G`
  have hG : F * (F⁻¹ * G) = G := mul_nonsing_inv_cancel_left F G hF.ne'.isUnit
  have hdet : det (F⁻¹ * G) = 1 := by
    have h := congrArg det hG
    rw [det_mul, hFG] at h
    exact mul_left_cancel₀ hF.ne' (by rw [h, mul_one])
  have h := hsym F (F⁻¹ * G) hF hdet
  rwa [hG] at h
```

## The stress of an energy that sees only volume

First comes the rate of change of the determinant. With $A=F^{-1}H$ we have $F+tH=F(1+tA)$. In the permutation expansion of $\det(1+tA)$, every permutation other than the identity moves at least two indices and contributes only from order $t^2$. The identity contributes $\prod_i(1+tA_{ii})$. Therefore

$$\det(F+tH)=J\left(1+t\operatorname{tr}A+t^2q(t)\right)$$

with $q$ a polynomial, and the derivative at $t=0$ is $J\operatorname{tr}(F^{-1}H)$. The proof takes the expansion from Mathlib and differentiates it.

```lean
/-- Jacobi's formula: at an invertible `F` the determinant changes along `F + t H` at the rate
`det F · tr (F⁻¹ H)` at `t = 0`. -/
theorem hasDerivAt_det_line {F : Matrix (Fin n) (Fin n) ℝ} (hF : det F ≠ 0)
    (H : Matrix (Fin n) (Fin n) ℝ) :
    HasDerivAt (fun t : ℝ => det (F + t • H)) (det F * trace (F⁻¹ * H)) 0 := by
  -- near the identity, `det (1 + t A) = 1 + t tr A + O(t²)`
  obtain ⟨q, hq⟩ : ∃ q : Polynomial ℝ, ∀ t : ℝ, det (1 + t • (F⁻¹ * H)) =
      1 + trace (F⁻¹ * H) * t + q.eval t * t ^ 2 :=
    ⟨_, fun t => Matrix.det_one_add_smul t (F⁻¹ * H)⟩
  have e : (fun t : ℝ => det (F + t • H)) =
      fun t : ℝ => det F * (1 + trace (F⁻¹ * H) * t + q.eval t * t ^ 2) := by
    funext t
    rw [← hq t, ← det_mul, Matrix.mul_add, Matrix.mul_one, Matrix.mul_smul,
      mul_nonsing_inv_cancel_left F H hF.isUnit]
  rw [e]
  refine HasDerivAt.const_mul (det F) (HasDerivAt.congr_deriv
    ((((hasDerivAt_id' (0 : ℝ)).const_mul (trace (F⁻¹ * H))).const_add 1).fun_add
      ((q.hasDerivAt 0).fun_mul ((hasDerivAt_id' (0 : ℝ)).fun_pow 2))) ?_)
  simp
```

If $W=w\circ\det$ where the determinant is positive, the chain rule gives

$$\left.\frac{d}{dt}W(F+tH)\right|_{t=0}=w'(J)\,J\operatorname{tr}(F^{-1}H)=\operatorname{tr}(P^{T}H),\qquad P=w'(J)\,J\,F^{-T}.$$

The formula for $W$ holds only at positive determinant, so the proof also uses continuity: $\det(F+tH)$ stays positive for small $t$ (`hpos`).

```lean
/-- An energy that depends on `F` only through the volume ratio, `W = w (det F)` for
`det F > 0`, has the Piola–Kirchhoff stress `w'(det F) det F · F⁻ᵀ` wherever `det F > 0` and
`w` is differentiable at `det F`. -/
theorem isPiolaStress_of_volume {W : Matrix (Fin n) (Fin n) ℝ → ℝ} {w : ℝ → ℝ} {w' : ℝ}
    (hW : ∀ G, 0 < det G → W G = w (det G))
    {F : Matrix (Fin n) (Fin n) ℝ} (hF : 0 < det F) (hw : HasDerivAt w w' (det F)) :
    IsPiolaStress W F ((w' * det F) • (F⁻¹)ᵀ) := by
  intro H
  have hg := hasDerivAt_det_line hF.ne' H
  have h0 : det (F + (0 : ℝ) • H) = det F := by rw [zero_smul, add_zero]
  have hw0 : HasDerivAt w w' (det (F + (0 : ℝ) • H)) := by rw [h0]; exact hw
  -- the determinant stays positive for small `t`
  have hpos : ∀ᶠ t : ℝ in 𝓝 0, 0 < det (F + t • H) :=
    hg.continuousAt.tendsto.eventually (eventually_gt_nhds (lt_of_lt_of_eq hF h0.symm))
  have hc := (HasDerivAt.comp (0 : ℝ) hw0 hg).congr_of_eventuallyEq
    (hpos.mono fun t ht => hW (F + t • H) ht)
  refine hc.congr_deriv ?_
  rw [transpose_smul, transpose_transpose, Matrix.smul_mul, trace_smul, smul_eq_mul, mul_assoc]
```

There is no second candidate for the gradient. If $P$ and $P'$ both qualify, then $\operatorname{tr}(P^TH)=\operatorname{tr}(P'^TH)$ for all $H$. Choosing $H=P-P'$ gives $\sum_{ij}(P_{ij}-P'_{ij})^2=0$, so $P=P'$.

```lean
/-- An energy has at most one Piola–Kirchhoff stress at a given deformation gradient. -/
theorem IsPiolaStress.unique {W : Matrix (Fin n) (Fin n) ℝ → ℝ}
    {F P P' : Matrix (Fin n) (Fin n) ℝ}
    (hP : IsPiolaStress W F P) (hP' : IsPiolaStress W F P') : P = P' := by
  -- test both gradients in the direction of their difference
  have h := HasDerivAt.unique (hP (P - P')) (hP' (P - P'))
  have hz : trace ((P - P')ᴴ * (P - P')) = 0 := by
    rw [conjTranspose_eq_transpose_of_trivial, transpose_sub, Matrix.sub_mul, trace_sub, h,
      sub_self]
  exact sub_eq_zero.mp (Matrix.trace_conjTranspose_mul_self_eq_zero_iff.mp hz)
```

Converting to the Cauchy stress removes the dependence on the shape of $F$:

$$J^{-1}\left(p\,J\,F^{-T}\right)F^{T}=p\,(FF^{-1})^{T}=p\,I.$$

The letter $p$ in this lemma is the coefficient of $I$, which is minus the textbook pressure.

```lean
/-- For `det F > 0`, the Piola–Kirchhoff stress `p det F · F⁻ᵀ` corresponds to the Cauchy
stress `p I`. -/
theorem cauchyStress_spherical {F : Matrix (Fin n) (Fin n) ℝ} (hF : 0 < det F) (p : ℝ) :
    cauchyStress F ((p * det F) • (F⁻¹)ᵀ) = p • (1 : Matrix (Fin n) (Fin n) ℝ) := by
  have hp : (det F)⁻¹ * (p * det F) = p := by
    rw [mul_comm p, inv_mul_cancel_left₀ hF.ne']
  rw [cauchyStress, Matrix.smul_mul, ← transpose_mul, mul_nonsing_inv F hF.ne'.isUnit,
    transpose_one, smul_smul, hp]
```

## From the symmetry to the pressure

The main theorem assumes a Piola–Kirchhoff stress at every $F$ with positive determinant (`hdiff`) and the symmetry (`hsym`). Its four conclusions follow in order.

1. $F$ and $\operatorname{diag}(J,1,\dots,1)$ have equal determinant, so $W(F)=w(J)$.
2. Let $E=\operatorname{diag}(1,0,\dots,0)$. Then $\operatorname{diag}(d,1,\dots,1)+tE=\operatorname{diag}(d+t,1,\dots,1)$, so the derivative of $W$ along this line is that of $w(d+t)$ at $t=0$. Hence $w$ is differentiable at each $d>0$. In Lean, `hline` is the matrix identity, and composition with $x\mapsto x-d$ moves the derivative from $0$ to $d$.
3. If $\det Q=1$, then $\det(QF)=\det F$, so $W(QF)=W(F)$. Rotation invariance is thus derived, not assumed.
4. By uniqueness, any Piola–Kirchhoff stress at $F$ equals $w'(J)JF^{-T}$, and its Cauchy stress is $w'(J)I$.

Lean's `deriv` is zero by convention where no derivative exists; the second conclusion ensures that the fourth contains a true derivative.

```lean
/-- Let `W` be differentiable where `det F > 0` and unchanged there by every unimodular change
of the reference state. Then, for `det F > 0`, `W` is a differentiable function `w` of `det F`,
it is unchanged when `F` is followed by any `Q` of determinant 1 (rotations included), and the
Cauchy stress is `w'(det F) I`. -/
theorem elastic_fluid (W : Matrix (Fin (n + 1)) (Fin (n + 1)) ℝ → ℝ)
    (hdiff : ∀ F, 0 < det F → ∃ P, IsPiolaStress W F P)
    (hsym : ∀ F H, 0 < det F → det H = 1 → W (F * H) = W F) :
    (∀ F, 0 < det F → W F = volumeEnergy W (det F)) ∧
    (∀ d : ℝ, 0 < d → DifferentiableAt ℝ (volumeEnergy W) d) ∧
    (∀ Q F, det Q = 1 → 0 < det F → W (Q * F) = W F) ∧
    (∀ F P, 0 < det F → IsPiolaStress W F P →
      cauchyStress F P = deriv (volumeEnergy W) (det F) • 1) := by
  have hvol : ∀ F, 0 < det F → W F = volumeEnergy W (det F) := fun F hF =>
    (energy_eq_of_det_eq hsym hF (det_uniaxialStretch (det F))).symm
  have hw : ∀ d : ℝ, 0 < d → DifferentiableAt ℝ (volumeEnergy W) d := by
    intro d hd
    obtain ⟨P, hP⟩ := hdiff (uniaxialStretch n d) (by rwa [det_uniaxialStretch])
    -- vary only the first stretch
    have hline : ∀ t : ℝ, uniaxialStretch n d +
        t • diagonal (fun i : Fin (n + 1) => if i = 0 then (1 : ℝ) else 0) =
        uniaxialStretch n (d + t) := by
      intro t
      ext i j
      by_cases hij : i = j
      · subst hij
        by_cases hi : i = 0 <;> simp [uniaxialStretch, hi]
      · simp [uniaxialStretch, hij]
    have h := hP (diagonal (fun i : Fin (n + 1) => if i = 0 then (1 : ℝ) else 0))
    simp only [hline] at h

    have e : volumeEnergy W =
        (fun t : ℝ => W (uniaxialStretch n (d + t))) ∘ fun x : ℝ => x - d := by
      funext x
      simp only [Function.comp_apply, volumeEnergy, add_sub_cancel]
    rw [e]
    refine DifferentiableAt.comp d ?_ ((hasDerivAt_id' d).sub_const d).differentiableAt
    show DifferentiableAt ℝ _ (d - d)
    rw [sub_self]
    exact h.differentiableAt
  refine ⟨hvol, hw, fun Q F hQ hF => ?_, fun F P hF hP => ?_⟩
  · exact energy_eq_of_det_eq hsym hF (by rw [det_mul, hQ, one_mul])
  · rw [hP.unique (isPiolaStress_of_volume hvol hF (hw _ hF).hasDerivAt)]
    exact cauchyStress_spherical hF _
```

For $1\times1$ matrices the symmetry is empty, since $H=1$ is the only choice, and the theorem says only that $W$ is a function of the single stretch and that the stress is its derivative.

The step left to physics is to identify a real fluid at rest, homogeneous and at fixed temperature, with such a $W$; viscous stresses in flow do not enter. In a simulation of a liquid at fixed temperature in a fixed periodic cell, the mean stress is given by the derivative of the free energy with respect to the cell. It is spherical to the extent that this free energy has the assumed symmetry, which for interacting particles in a finite periodic cell is in general only approximate.

## An isothermal ideal gas

Up to a constant, the free energy of an ideal gas per unit reference volume is $-c\log J$. Here $c$ is the number density in the reference state times $k_BT$, that is, the pressure at $J=1$. Lean allows any real $c$; a gas has $c>0$.

```lean
/-- The function `-c log (det F)`. For `c > 0` and `det F > 0` it is, up to a constant, the free
energy of an isothermal ideal gas per unit reference volume. -/
def gasEnergy (c : ℝ) (F : Matrix (Fin n) (Fin n) ℝ) : ℝ := -c * Real.log (det F)
```

Since $\det(FH)=\det F$ for $\det H=1$, the symmetry holds. With $w'(J)=-c/J$, the Cauchy stress is $-(c/J)I$, which is the ideal gas law.

```lean
/-- For `det F > 0` the gas energy `-c log (det F)` is unchanged by unimodular changes of the
reference state, and it has a Piola–Kirchhoff stress whose Cauchy stress is
`-(c / det F) I`. -/
theorem gasEnergy_witness (c : ℝ) (F : Matrix (Fin n) (Fin n) ℝ) (hF : 0 < det F) :
    (∀ H, det H = 1 → gasEnergy c (F * H) = gasEnergy c F) ∧
    ∃ P, IsPiolaStress (gasEnergy c) F P ∧ cauchyStress F P = (-(c / det F)) • 1 := by
  refine ⟨fun H hH => by rw [gasEnergy, gasEnergy, det_mul, hH, mul_one], _,
    isPiolaStress_of_volume (w := fun x => -c * Real.log x) (fun G _ => rfl) hF
      ((Real.hasDerivAt_log hF.ne').const_mul (-c)), ?_⟩
  rw [cauchyStress_spherical hF, div_eq_mul_inv, neg_mul]

end

end ElasticFluid
```

```lean
#print axioms ElasticFluid.cauchyStress_spherical
#print axioms ElasticFluid.elastic_fluid
```

```
'ElasticFluid.cauchyStress_spherical' depends on axioms: [propext, Classical.choice, Quot.sound]
'ElasticFluid.elastic_fluid' depends on axioms: [propext, Classical.choice, Quot.sound]
```

For numbers, take $c=6$ in some unit of pressure and a two-dimensional deformation that both stretches and shears:

$$F=\begin{pmatrix}2&1\\0&1\end{pmatrix},\qquad J=2,\qquad F^{-T}=\begin{pmatrix}\tfrac12&0\\-\tfrac12&1\end{pmatrix}.$$

Then $w'(J)=-3$ and

$$P=-6F^{-T}=\begin{pmatrix}-3&0\\3&-6\end{pmatrix},\qquad \tfrac12PF^{T}=\tfrac12\begin{pmatrix}-3&0\\3&-6\end{pmatrix}\begin{pmatrix}2&0\\1&1\end{pmatrix}=\begin{pmatrix}-3&0\\0&-3\end{pmatrix}.$$

The Piola–Kirchhoff stress has an off-diagonal entry, but the Cauchy stress is a pressure of 3.
